# The Summed Surface Excess of Two Slabs Is Independent of the Allowed Chemical Potentials Exactly When Their Compositions Add Up to a Multiple of the Bulk

Take a bulk compound AB with energy $e$ per formula unit. Equilibrium with the bulk ties the chemical potentials of the two species together, $\mu_A + \mu_B = e$, but leaves one of them free. A slab of composition A₂B and energy $E_1$ then has the excess energy

$$E_1 - 2\mu_A - \mu_B = E_1 - e - \mu_A ,$$

which depends on the free potential. A slab of composition AB₂ and energy $E_2$ has the excess

$$E_2 - \mu_A - 2\mu_B = E_2 - e - \mu_B .$$

In the sum the two leftover potentials appear only as $\mu_A + \mu_B$, which is $e$, so the summed excess is $E_1 + E_2 - 3e$ whatever the value of $\mu_A$. Together the slabs contain A₃B₃, three formula units of bulk.

The same holds for any finite number of species, and so does the converse: if the two compositions do not add up to a multiple of the bulk composition, the summed excess depends on the chemical potentials. In electronic-structure calculations this decides for which pairs of slabs the summed excess energy can be quoted without choosing a chemical potential, within a model where the total energies are given numbers and the reservoirs enter linearly.

## Bulk equilibrium and the excess energy

The species are the elements of a finite set `ι`. Compositions and chemical potentials are real vectors indexed by it, of type `ι → ℝ`.

```lean
import Mathlib

open Matrix Filter Topology

namespace SlabSurfaceEnergy

variable {ι : Type*} [Fintype ι]
```

Let $b$ be the composition of the bulk and $e$ the energy of that amount of bulk. If $b$ is one formula unit, $e$ is the energy per formula unit. Write $\langle b,\mu\rangle = \sum_i b_i\mu_i$, which is `b ⬝ᵥ μ` in Lean. Exchanging bulk material with the reservoirs costs nothing when

$$\langle b,\mu\rangle = e ,$$

and the potentials $\mu$ that satisfy this condition are called allowed. It is the only condition on them at this point. The further bounds that keep competing phases from forming come in later, as a window.

```lean
/-- The chemical potentials in equilibrium with a bulk of composition `b` and energy `e`:
those with `⟨b, μ⟩ = e`. -/
def allowed (b : ι → ℝ) (e : ℝ) : Set (ι → ℝ) := {μ | b ⬝ᵥ μ = e}
```

A slab with energy $E$ and composition $n$ has been built from atoms that the reservoirs supply at the price $\langle n,\mu\rangle$. Its excess energy is

$$E - \langle n,\mu\rangle .$$

This is the total for the slab, with all its faces, and a surface energy follows on division by the exposed area. The definition takes $E$ and $n$ as independent inputs. It does not require the entries of $n$ to be non-negative integers, nor does it say how thick a slab must be for its two faces to stop interacting.

```lean
/-- The excess energy of a slab with energy `E` and composition `n`, relative to reservoirs
at chemical potentials `μ`. -/
def excess (E : ℝ) (n μ : ι → ℝ) : ℝ := E - n ⬝ᵥ μ
```

Two slabs with energies $E_1, E_2$ and compositions $n_1, n_2$ can be treated as one, because the excess is linear in energy and composition:

$$(E_1 - \langle n_1,\mu\rangle) + (E_2 - \langle n_2,\mu\rangle) = (E_1+E_2) - \langle n_1+n_2,\mu\rangle .$$

From here on it is enough to study a single slab of composition $n$.

```lean
/-- The excess energies of two slabs add up to the excess energy of one combined slab. -/
theorem excess_add (E₁ E₂ : ℝ) (n₁ n₂ μ : ι → ℝ) :
    excess E₁ n₁ μ + excess E₂ n₂ μ = excess (E₁ + E₂) (n₁ + n₂) μ := by
  unfold excess
  rw [add_dotProduct]
  ring
```

## Moving within the allowed potentials

An allowed potential exists whenever $b \neq 0$. Look for one along $b$ itself, $\mu = s\,b$ with a real number $s$. The condition becomes $s\,\langle b,b\rangle = e$. Since $\langle b,b\rangle$ is a sum of squares and $b$ is not zero, it can be divided by:

$$\mu = \frac{e}{\langle b,b\rangle}\, b .$$

This potential is a convenient point of the allowed set and need not be physically sensible.

```lean
/-- For a nonzero bulk composition, allowed chemical potentials exist. -/
theorem allowed_nonempty {b : ι → ℝ} (hb : b ≠ 0) (e : ℝ) : (allowed b e).Nonempty := by
  have hbb : b ⬝ᵥ b ≠ 0 := fun h => hb (dotProduct_self_eq_zero.mp h)
  refine ⟨(e / (b ⬝ᵥ b)) • b, ?_⟩
  change b ⬝ᵥ ((e / (b ⬝ᵥ b)) • b) = e
  rw [dotProduct_smul, smul_eq_mul, div_mul_cancel₀ _ hbb]
```

Now start from an allowed $\mu$ and move a distance $t$ along a direction $v$ with $\langle b,v\rangle = 0$. The potential stays allowed,

$$\langle b,\mu+tv\rangle = e + t\cdot 0 = e ,$$

and the excess changes linearly,

$$E - \langle n,\mu+tv\rangle = \big(E - \langle n,\mu\rangle\big) - t\,\langle n,v\rangle .$$

For the compound AB such a direction is $v = (1,-1)$: what $\mu_A$ gains, $\mu_B$ loses. The theorem returns both facts as a pair, and each follows by expanding the product.

```lean
/-- A shift of the chemical potentials along a direction `v` orthogonal to the bulk composition
keeps them allowed, and changes the excess energy of a slab linearly. -/
theorem excess_shift {b μ v : ι → ℝ} {e : ℝ} (hμ : μ ∈ allowed b e) (hv : b ⬝ᵥ v = 0)
    (E : ℝ) (n : ι → ℝ) (t : ℝ) :
    μ + t • v ∈ allowed b e ∧ excess E n (μ + t • v) = excess E n μ - t * (n ⬝ᵥ v) := by
  have hμ' : b ⬝ᵥ μ = e := hμ
  constructor
  · change b ⬝ᵥ (μ + t • v) = e
    rw [dotProduct_add, dotProduct_smul, smul_eq_mul, hv, hμ', mul_zero, add_zero]
  · unfold excess
    rw [dotProduct_add, dotProduct_smul, smul_eq_mul]
    ring
```

The excess therefore varies as soon as some $v$ is orthogonal to $b$ but not to $n$. Such a $v$ exists whenever $n$ is not a multiple of $b$. To construct it, project $n$ on $b$ and keep the remainder:

$$k = \frac{\langle n,b\rangle}{\langle b,b\rangle}, \qquad w = n - k\,b .$$

The remainder is the off-stoichiometric part of the slab composition. It is orthogonal to the bulk composition,

$$\langle b,w\rangle = \langle b,n\rangle - k\,\langle b,b\rangle = 0 ,$$

and therefore

$$\langle n,w\rangle = \langle w + k\,b,\,w\rangle = \langle w,w\rangle .$$

If this were zero, $w$ would vanish and $n$ would equal $k\,b$, which was excluded. Rescaling gives

$$v = \frac{w}{\langle n,w\rangle}, \qquad \langle b,v\rangle = 0, \qquad \langle n,v\rangle = 1 .$$

In the Lean proof `hbw` is the orthogonality, `hnw` the identity $\langle n,w\rangle = \langle w,w\rangle$, and `hne` the conclusion that the number is not zero. With $\langle n,v\rangle = 1$, a step $t$ along $v$ lowers the excess by exactly $t$.

```lean
/-- If a slab composition `n` is not a multiple of the nonzero bulk composition `b`, some
direction of chemical potentials is orthogonal to `b` but not to `n`. -/
theorem exists_transverse {b n : ι → ℝ} (hb : b ≠ 0) (hn : ¬ ∃ k : ℝ, n = k • b) :
    ∃ v : ι → ℝ, b ⬝ᵥ v = 0 ∧ n ⬝ᵥ v = 1 := by
  have hbb : b ⬝ᵥ b ≠ 0 := fun h => hb (dotProduct_self_eq_zero.mp h)
  obtain ⟨k, hk⟩ : ∃ k : ℝ, n ⬝ᵥ b = k * (b ⬝ᵥ b) :=
    ⟨n ⬝ᵥ b / (b ⬝ᵥ b), (div_mul_cancel₀ _ hbb).symm⟩
  -- the off-stoichiometric part of the slab composition
  have hbw : b ⬝ᵥ (n - k • b) = 0 := by
    rw [dotProduct_sub, dotProduct_smul, smul_eq_mul, dotProduct_comm b n, hk, sub_self]
  have hnw : n ⬝ᵥ (n - k • b) = (n - k • b) ⬝ᵥ (n - k • b) := by
    rw [sub_dotProduct, smul_dotProduct, smul_eq_mul, hbw, mul_zero, sub_zero]
  have hne : n ⬝ᵥ (n - k • b) ≠ 0 := by
    intro h
    rw [hnw] at h
    exact hn ⟨k, sub_eq_zero.mp (dotProduct_self_eq_zero.mp h)⟩
  refine ⟨(n ⬝ᵥ (n - k • b))⁻¹ • (n - k • b), ?_, ?_⟩
  · rw [dotProduct_smul, hbw, smul_zero]
  · rw [dotProduct_smul, smul_eq_mul, inv_mul_cancel₀ hne]
```

In the opposite case, $n = k\,b$ for some real $k$, the potentials drop out at once:

$$E - \langle k\,b,\mu\rangle = E - k\,\langle b,\mu\rangle = E - k\,e .$$

The slab then contains as much material as $k$ units of bulk, and its excess is its energy minus that of this bulk.

```lean
/-- A slab whose composition is `k` times that of the bulk has excess energy `E - k e` at all
allowed chemical potentials. -/
theorem excess_of_stoichiometric {b n μ : ι → ℝ} {e k : ℝ} (hn : n = k • b)
    (hμ : μ ∈ allowed b e) (E : ℝ) : excess E n μ = E - k * e := by
  have hμ' : b ⬝ᵥ μ = e := hμ
  unfold excess
  rw [hn, smul_dotProduct, smul_eq_mul, hμ']
```

## Constancy within a stability window

In practice the potentials are bounded. For AB, let $e_A$ and $e_B$ be the energies per atom of the elemental solids. Neither element precipitates as long as $\mu_A \le e_A$ and $\mu_B \le e_B$. Combined with $\mu_A + \mu_B = e$, this leaves the interval

$$e - e_B \le \mu_A \le e_A ,$$

whose length $e_A + e_B - e$ is minus the formation energy of the compound. One may ask whether an off-stoichiometric slab could have a constant excess on such a limited range.

It cannot, provided that the window contains a neighbourhood of some allowed potential $\mu_0$. For AB, any allowed $\mu_0$ that satisfies both bounds strictly will do, and one exists when the formation energy is negative. Suppose that the excess is constant on the allowed potentials in the window $W$, and that $n$ is not a multiple of $b$. Take $v$ from the construction above. As $t \to 0$, the point $\mu_0 + tv$ tends to $\mu_0$, so there is an $\varepsilon > 0$ such that $\mu_0 + tv$ lies in $W$ for all $|t| < \varepsilon$. At $t = \varepsilon/2$ the potential is allowed and inside the window, yet the excess differs from its value at $\mu_0$ by $-\varepsilon/2$. This contradicts constancy. Conversely, if $n = k\,b$, the excess is $E - k\,e$ at both $\mu$ and $\mu_0$.

In Lean, `W ∈ 𝓝 μ₀` says that $W$ is a neighbourhood of $\mu_0$ in the space of all potentials, and allowedness is imposed separately inside the statement. The limit is `hc`, the radius $\varepsilon$ comes from `Metric.mem_nhds_iff`, and `hin` places the half-step in the window.

```lean
/-- Let the bulk composition be nonzero and `W` a neighbourhood of an allowed `μ₀`. The excess
energy of a slab is constant on the allowed potentials in `W` exactly when the slab composition
is a multiple of the bulk composition. -/
theorem excess_constant_on_window_iff {b μ₀ : ι → ℝ} {e : ℝ} (hb : b ≠ 0)
    (hμ₀ : μ₀ ∈ allowed b e) {W : Set (ι → ℝ)} (hW : W ∈ 𝓝 μ₀) (E : ℝ) (n : ι → ℝ) :
    (∀ μ ∈ W, μ ∈ allowed b e → excess E n μ = excess E n μ₀) ↔ ∃ k : ℝ, n = k • b := by
  constructor
  · intro h
    by_contra hn
    obtain ⟨v, hbv, hnv⟩ := exists_transverse hb hn
    -- a short enough step along `v` stays inside the window
    have hc : Tendsto (fun t : ℝ => μ₀ + t • v) (𝓝 0) (𝓝 μ₀) := by
      have hcont : Continuous (fun t : ℝ => μ₀ + t • v) := by fun_prop
      simpa using hcont.tendsto 0
    have hpre : (fun t : ℝ => μ₀ + t • v) ⁻¹' W ∈ 𝓝 (0 : ℝ) := hc hW
    obtain ⟨ε, hε, hball⟩ := Metric.mem_nhds_iff.mp hpre
    have hmem : ε / 2 ∈ Metric.ball (0 : ℝ) ε := by
      rw [Metric.mem_ball, Real.dist_eq, sub_zero, abs_of_pos (by linarith)]
      linarith
    have hin : μ₀ + (ε / 2) • v ∈ W := hball hmem
    -- but it changes the excess energy
    obtain ⟨hall, hex⟩ := excess_shift hμ₀ hbv E n (ε / 2)
    have hconst := h _ hin hall
    rw [hex, hnv] at hconst
    linarith
  · rintro ⟨k, hk⟩ μ _ hμ
    rw [excess_of_stoichiometric hk hμ, excess_of_stoichiometric hk hμ₀]
```

## The criterion for two slabs

For two slabs, apply this result to the combined slab with energy $E_1 + E_2$ and composition $n_1 + n_2$, and let the window be the whole space. The summed excess is the same at all allowed potentials if and only if

$$n_1 + n_2 = k\,b \quad\text{for some real } k ,$$

and in that case its value is

$$E_1 + E_2 - k\,e .$$

The Lean statement expresses independence by comparing any two allowed potentials `μ` and `ν`. Its second half gives the value for every `k` that satisfies the composition condition; as $b \neq 0$, there is at most one. The number $k$ may be fractional: if $b$ describes two formula units and the slabs together contain three, then $k = 3/2$.

The hypothesis `hb : b ≠ 0` says that the bulk contains some material. What the criterion needs from it is an allowed potential to start from. With $b = 0$ and $e \neq 0$ there is none; independence would then hold trivially for every pair of slabs, including pairs with $n_1 + n_2 \neq 0$, which is not a multiple of $b$.

In the proof, `excess_add` merges the slabs, `allowed_nonempty` supplies $\mu_0$, and `univ_mem` says that the whole space is a neighbourhood of it.

```lean
/-- For a nonzero bulk composition, the summed excess energy of two slabs is independent of the
allowed chemical potentials exactly when the compositions add up to a multiple `k` of the bulk
composition; its value is then `E₁ + E₂ - k e`. -/
theorem summed_excess_independent_iff {b : ι → ℝ} (hb : b ≠ 0) (e E₁ E₂ : ℝ)
    (n₁ n₂ : ι → ℝ) :
    ((∀ μ ∈ allowed b e, ∀ ν ∈ allowed b e,
        excess E₁ n₁ μ + excess E₂ n₂ μ = excess E₁ n₁ ν + excess E₂ n₂ ν) ↔
      ∃ k : ℝ, n₁ + n₂ = k • b) ∧
    ∀ k : ℝ, n₁ + n₂ = k • b → ∀ μ ∈ allowed b e,
      excess E₁ n₁ μ + excess E₂ n₂ μ = E₁ + E₂ - k * e := by
  simp only [excess_add]
  refine ⟨⟨fun h => ?_, ?_⟩, fun k hk μ hμ => excess_of_stoichiometric hk hμ _⟩
  · obtain ⟨μ₀, hμ₀⟩ := allowed_nonempty hb e
    exact (excess_constant_on_window_iff hb hμ₀ univ_mem (E₁ + E₂) (n₁ + n₂)).mp
      (fun μ _ hμ => h μ hμ μ₀ hμ₀)
  · rintro ⟨k, hk⟩ μ hμ ν hν
    rw [excess_of_stoichiometric hk hμ, excess_of_stoichiometric hk hν]
```

## How far a single slab's excess can move

When the composition $n$ is not a multiple of $b$, the excess does more than vary. Let $c$ be any real number, and start from an allowed $\mu_0$ with excess $x_0 = E - \langle n,\mu_0\rangle$. The step $t = x_0 - c$ along $v$ changes the excess to

$$x_0 - t\,\langle n,v\rangle = x_0 - (x_0 - c) = c .$$

Bulk equilibrium alone therefore sets no limit on the excess of such a slab. Any limits come from the stability bounds, and within a bounded window only a bounded range of values occurs.

```lean
/-- If the slab composition is not a multiple of the nonzero bulk composition, the excess energy
takes every real value on the allowed chemical potentials. -/
theorem excess_takes_every_value {b n : ι → ℝ} (hb : b ≠ 0) (hn : ¬ ∃ k : ℝ, n = k • b)
    (e E c : ℝ) : ∃ μ ∈ allowed b e, excess E n μ = c := by
  obtain ⟨μ₀, hμ₀⟩ := allowed_nonempty hb e
  obtain ⟨v, hbv, hnv⟩ := exists_transverse hb hn
  obtain ⟨hall, hex⟩ := excess_shift hμ₀ hbv E n (excess E n μ₀ - c)
  refine ⟨_, hall, ?_⟩
  rw [hex, hnv]
  ring
```

## Symmetric slabs in a calculation

Suppose that AB is stacked along the surface normal in alternating layers of A and B, with one atom per layer in the surface cell, and that slabs with two equivalent faces can be cut from it. Rock salt along [111] allows this. Zinc blende along [111] does not, because the two faces of a slab differ there even when both end in the same species. A symmetric slab with A on both faces has $m+1$ layers of A and $m$ of B, and its partner with B on both faces has $m$ and $m+1$. Let both have the cell area $S$, so that each exposes an area $2S$. Their surface energies are

$$\gamma_A = \frac{E_1 - m\,e - \mu_A}{2S}, \qquad \gamma_B = \frac{E_2 - (m+1)\,e + \mu_A}{2S} .$$

Plotted against $\mu_A$ over the stability interval, these are two straight lines with opposite slopes. The compositions add up to $2m+1$ formula units, and the sum is the constant

$$\gamma_A + \gamma_B = \frac{E_1 + E_2 - (2m+1)\,e}{2S} .$$

The calculation thus needs two slab energies and one bulk energy for the sum, and a value of $\mu_A$ only to divide it between the two terminations. An error $\delta$ in the bulk energy shifts the sum by $-(2m+1)\,\delta/(2S)$, which grows with the thickness of the slabs.

A perovskite ABO₃ with alternating AO and BO₂ layers behaves in the same way. The slab with $m+1$ AO layers and $m$ BO₂ layers and its partner with the numbers exchanged add up to $2m+1$ formula units, although two chemical potentials are now free.

For AB with $m = 1$ the slabs are the A₂B and AB₂ of the beginning. In Lean the compositions are `![2, 1]` and `![1, 2]`, with A as entry 0 and B as entry 1. The first part of the theorem is the criterion with $k = 3$, since $(2,1) + (1,2) = 3\,(1,1)$. The second part says that the excess of the A₂B slab alone takes every real value on the allowed potentials. It holds because $(2,1) = k\,(1,1)$ would require both $k = 2$ and $k = 1$.

```lean
/-- For a bulk compound AB and slabs of compositions A₂B and AB₂, the summed excess energy is
`E₁ + E₂ - 3 e` at all allowed chemical potentials, while that of the A₂B slab alone takes every
real value. -/
theorem binary_complementary_slabs (e E₁ E₂ : ℝ) :
    (∀ μ ∈ allowed ![1, 1] e,
      excess E₁ ![2, 1] μ + excess E₂ ![1, 2] μ = E₁ + E₂ - 3 * e) ∧
    ∀ c : ℝ, ∃ μ ∈ allowed ![1, 1] e, excess E₁ ![2, 1] μ = c := by
  have hb : (![1, 1] : Fin 2 → ℝ) ≠ 0 := by
    intro h
    have h0 := congrFun h 0
    simp at h0
  constructor
  · have hsum : (![2, 1] : Fin 2 → ℝ) + ![1, 2] = (3 : ℝ) • ![1, 1] := by
      ext i
      fin_cases i <;> norm_num
    exact (summed_excess_independent_iff hb e E₁ E₂ _ _).2 3 hsum
  · refine excess_takes_every_value hb ?_ e E₁
    rintro ⟨k, hk⟩
    have h0 := congrFun hk 0
    have h1 := congrFun hk 1
    simp at h0 h1
    linarith

end SlabSurfaceEnergy
```

```lean
#print axioms SlabSurfaceEnergy.summed_excess_independent_iff
#print axioms SlabSurfaceEnergy.binary_complementary_slabs
```

```
'SlabSurfaceEnergy.summed_excess_independent_iff' depends on axioms: [propext, Classical.choice, Quot.sound]
'SlabSurfaceEnergy.binary_complementary_slabs' depends on axioms: [propext, Classical.choice, Quot.sound]
```
